# Free boson fields: the vacuum value (m³ − m)/12 per field from the oscillator relations

Suppose a code builds the Virasoro descendants \(L_{-m}|0\rangle\), \(m\ge2\), of a free boson and computes their overlaps from commutators. If the constant in \([L_m,L_{-m}]\) is missing, \(L_{-2}|0\rangle\) gets norm zero. Its squared norm should be \(1/2\). The Gram matrix then becomes singular, and orthonormalising the basis fails.

## The constant for d bosons

Here a boson means a free boson field, not one of its quanta. Take \(d\) bosons labelled by \(i\), with annihilation modes \(a_{i,j}\) and creation modes \(b_{i,k}\) for \(j,k\ge 1\), and

\[
a_{i,j}b_{i',k}-b_{i',k}a_{i,j}=j\,\delta_{ii'}\delta_{jk}.
\]

Let \(\omega\) be a linear functional with \(\omega(1)=1\) and \(\omega(x\,a_{i,j})=0\) for every operator \(x\). It plays the part of \(\langle 0|\cdot|0\rangle\), and the second condition says that annihilation modes kill the vacuum. With

\[
Q=\tfrac12\sum_i\sum_{k=1}^{m-1}a_{i,k}a_{i,m-k},\qquad
P=\tfrac12\sum_i\sum_{k=1}^{m-1}b_{i,k}b_{i,m-k},
\]

the identity is

\[
\omega(QP)=d\,\frac{m^3-m}{12}.
\]

## Gram matrices and mode cutoffs

In the zero-momentum sector, \(L_{-m}|0\rangle=P|0\rangle\), and only the part \(Q\) of \(L_m\) contributes to \(\langle 0|L_mL_{-m}|0\rangle\). For non-interacting bosons, the identity therefore supplies a diagonal Gram matrix entry and a check on oscillator matrices used in truncated-space simulations.

The case \(d=1\), \(m=4\) makes a good check. With commuting creation modes, \(P=b_1b_3+\tfrac12 b_2^2\). In the orthonormal occupation basis, where \(b_k=\sqrt{k}\,\hat b_k\) and \(\hat b_k\) is the usual unit-normalised creation operator,

\[
P|0\rangle=\sqrt3\,|n_1=1,n_3=1\rangle+\sqrt2\,|n_2=2\rangle .
\]

The squared norm is \(3+2=5\), in agreement with \((64-4)/12=5\). Dividing by \(\sqrt5\) gives a normalised state with weights \(3/5\) and \(2/5\). A code that allows at most one quantum per mode loses the second component and returns 3.

## Commuting Q through two creation modes

Write \([x,y]=xy-yx\) and fix \(1\le l<m\). The product rule \([xy,z]=x[y,z]+[x,z]y\) gives

\[
[a_{i',k}a_{i',m-k},b_{i,l}]
=\delta_{i'i}\bigl(l\,\delta_{m-k,l}\,a_{i,k}+l\,\delta_{k,l}\,a_{i,m-k}\bigr).
\]

In the sum over \(k\), the first delta selects \(k=m-l\) and the second \(k=l\), and each contributes \(l\,a_{i,m-l}\); if \(m=2l\), both contributions come from the same \(k\). The prefactor \(\tfrac12\) leaves

\[
[Q,b_{i,l}]=l\,a_{i,m-l}.
\]

Apply this to both factors of a term in \(P\):

\[
[Q,b_{i,l}b_{i,m-l}]
=l\,a_{i,m-l}b_{i,m-l}+(m-l)\,b_{i,l}a_{i,l}.
\]

The first product is not normally ordered. Exchanging its factors adds \(m-l\), so

\[
[Q,b_{i,l}b_{i,m-l}]
=l\,b_{i,m-l}a_{i,m-l}+(m-l)\,b_{i,l}a_{i,l}+l(m-l).
\]

Under \(l\mapsto m-l\), the first normally ordered sum turns into the second. Summing over \(l\) and \(i\), and including the factor \(\tfrac12\) in \(P\), gives

\[
[Q,P]=\sum_i\sum_{l=1}^{m-1}(m-l)\,b_{i,l}a_{i,l}
+\frac d2\sum_{l=1}^{m-1}l(m-l).
\]

For \(m\ge1\), the remaining number is

\[
\sum_{l=1}^{m-1}l(m-l)
=\frac{m^2(m-1)}2-\frac{(m-1)m(2m-1)}6
=\frac{m^3-m}6 .
\]

Now apply \(\omega\) to \(QP=PQ+[Q,P]\). Every term of \(PQ\) and every \(b_{i,l}a_{i,l}\) ends on the right with an annihilation mode, so only the constant survives. For \(m=0\) and \(m=1\), the mode sums are empty and both sides vanish.

## The Lean file

```lean
import Mathlib

open Finset

namespace FreeBosonCentralTerm

noncomputable section

variable {K A ι : Type*} [Field K] [Ring A] [Algebra K A]

/-- Oscillator relations of a family of free bosons: for mode numbers `j, k ≥ 1`, the commutator
of `a i j` with `b i' k` is `j` if the bosons and the modes agree, and zero otherwise. -/
def ModeRelations (K : Type*) {A ι : Type*} [Field K] [Ring A] [Algebra K A] [DecidableEq ι]
    (a b : ι → ℕ → A) : Prop :=
  ∀ i i' j k, 1 ≤ j → 1 ≤ k →
    a i j * b i' k - b i' k * a i j = if i = i' ∧ j = k then (j : K) • (1 : A) else 0

/-- A vacuum functional: it is normalised, and it vanishes on every product that ends on the
right with an annihilation mode `a i j`, `j ≥ 1`. -/
structure IsVacuum (a : ι → ℕ → A) (ω : A →ₗ[K] K) : Prop where
  one : ω 1 = 1
  annih : ∀ x i j, 1 ≤ j → ω (x * a i j) = 0

/-- Half the sum of `c i k * c i (m - k)` over all bosons `i` and modes `0 < k < m`. -/
def virasoroPart (K : Type*) {A ι : Type*} [Field K] [Ring A] [Algebra K A] [Fintype ι]
    (c : ι → ℕ → A) (m : ℕ) : A :=
  (1 / 2 : K) • ∑ i, ∑ k ∈ Ico 1 m, c i k * c i (m - k)

/-- Under the oscillator relations `ModeRelations`, the commutator of the quadratic annihilation
part with a creation mode `b i l`, `0 < l < m`, is `l` times the annihilation mode `a i (m - l)`. -/
theorem lowering_commutator [CharZero K] [Fintype ι] [DecidableEq ι] {a b : ι → ℕ → A}
    (h : ModeRelations K a b) (i : ι) {l m : ℕ} (hl : 1 ≤ l) (hlm : l < m) :
    virasoroPart K a m * b i l - b i l * virasoroPart K a m = (l : K) • a i (m - l) := by
  have leib : ∀ x y z : A, x * y * z - z * (x * y)
      = x * (y * z - z * y) + (x * z - z * x) * y := by
    intro x y z
    noncomm_ring
  -- only boson `i` contributes, through `k = m - l` and `k = l` (the same mode if `m = 2 * l`)
  have inner : ∀ i', ∑ k ∈ Ico 1 m,
      (a i' k * a i' (m - k) * b i l - b i l * (a i' k * a i' (m - k)))
      = if i' = i then (2 * (l : K)) • a i (m - l) else 0 := by
    intro i'
    by_cases hi : i' = i
    · rw [hi, if_pos rfl]
      have key : ∀ k ∈ Ico 1 m,
          a i k * a i (m - k) * b i l - b i l * (a i k * a i (m - k))
          = (if k = m - l then (l : K) • a i (m - l) else 0)
            + (if k = l then (l : K) • a i (m - l) else 0) := by
        intro k hk
        rw [mem_Ico] at hk
        rw [leib, h i i (m - k) l (by omega) hl, h i i k l hk.1 hl]
        congr 1
        · by_cases e : k = m - l
          · have e' : m - k = l := by omega
            have c : i = i ∧ m - k = l := ⟨rfl, e'⟩
            rw [if_pos c, if_pos e, mul_smul_comm, mul_one, e', e]
          · have c : ¬(i = i ∧ m - k = l) := fun c => e (by have := c.2; omega)
            rw [if_neg c, if_neg e, mul_zero]
        · by_cases e : k = l
          · have c : i = i ∧ k = l := ⟨rfl, e⟩
            rw [if_pos c, if_pos e, smul_mul_assoc, one_mul, e]
          · have c : ¬(i = i ∧ k = l) := fun c => e c.2
            rw [if_neg c, if_neg e, zero_mul]
      have m1 : m - l ∈ Ico 1 m := by rw [mem_Ico]; omega
      have m2 : l ∈ Ico 1 m := by rw [mem_Ico]; omega
      rw [sum_congr rfl key, sum_add_distrib, sum_ite_eq', sum_ite_eq', if_pos m1, if_pos m2]
      module
    · rw [if_neg hi]
      refine sum_eq_zero fun k hk => ?_
      rw [mem_Ico] at hk
      rw [leib, h i' i (m - k) l (by omega) hl, h i' i k l hk.1 hl,
        if_neg (fun c => hi c.1), if_neg (fun c => hi c.1), mul_zero, zero_mul, add_zero]
  unfold virasoroPart
  rw [smul_mul_assoc, mul_smul_comm, ← smul_sub]
  simp_rw [sum_mul, mul_sum, ← sum_sub_distrib, inner]
  simp only [sum_ite_eq', mem_univ, if_true]
  module

/-- The sum of `l (m - l)` over the modes `0 < l < m` is `(m³ - m) / 6`. -/
theorem sum_mode_products [CharZero K] (m : ℕ) :
    ∑ l ∈ Ico 1 m, (l : K) * ((m - l : ℕ) : K) = ((m : K) ^ 3 - m) / 6 := by
  have aux : ∀ (x : K) (n : ℕ), ∑ l ∈ Ico 1 (n + 1), (l : K) * (x - l)
      = x * n * (n + 1) / 2 - n * (n + 1) * (2 * n + 1) / 6 := by
    intro x n
    induction n with
    | zero => simp
    | succ n ih =>
      rw [sum_Ico_succ_top (by omega), ih]
      push_cast
      ring
  have cast : ∀ l ∈ Ico 1 m, (l : K) * ((m - l : ℕ) : K) = (l : K) * ((m : K) - l) := by
    intro l hl
    rw [Nat.cast_sub (mem_Ico.1 hl).2.le]
  rw [sum_congr rfl cast]
  cases m with
  | zero => simp
  | succ n =>
    rw [aux]
    push_cast
    ring

/-- Under the oscillator relations `ModeRelations`, the commutator of the quadratic annihilation and
creation parts is a normally ordered sum plus the number of bosons times `(m³ - m) / 12`. -/
theorem quadratic_commutator [CharZero K] [Fintype ι] [DecidableEq ι] {a b : ι → ℕ → A}
    (h : ModeRelations K a b) (m : ℕ) :
    virasoroPart K a m * virasoroPart K b m - virasoroPart K b m * virasoroPart K a m
      = ∑ i, ∑ l ∈ Ico 1 m, ((m - l : ℕ) : K) • (b i l * a i l)
        + ((Fintype.card ι : K) * (((m : K) ^ 3 - m) / 12)) • (1 : A) := by
  have inner : ∀ i, ∑ l ∈ Ico 1 m, (virasoroPart K a m * (b i l * b i (m - l))
      - b i l * b i (m - l) * virasoroPart K a m)
      = (2 : K) • ∑ l ∈ Ico 1 m, ((m - l : ℕ) : K) • (b i l * a i l)
        + (((m : K) ^ 3 - m) / 6) • (1 : A) := by
    intro i
    have key : ∀ l ∈ Ico 1 m, virasoroPart K a m * (b i l * b i (m - l))
        - b i l * b i (m - l) * virasoroPart K a m
        = (l : K) • (b i (m - l) * a i (m - l)) + ((m - l : ℕ) : K) • (b i l * a i l)
          + ((l : K) * ((m - l : ℕ) : K)) • (1 : A) := by
      intro l hl
      rw [mem_Ico] at hl
      have h1 := lowering_commutator h i hl.1 hl.2
      have h2 := lowering_commutator h i (l := m - l) (m := m) (by omega) (by omega)
      rw [show m - (m - l) = l by omega] at h2
      have h3 := h i i (m - l) (m - l) (by omega) (by omega)
      simp only [and_self, if_true] at h3
      calc _ = (virasoroPart K a m * b i l - b i l * virasoroPart K a m) * b i (m - l)
            + b i l * (virasoroPart K a m * b i (m - l)
              - b i (m - l) * virasoroPart K a m) := by noncomm_ring
        _ = (l : K) • (a i (m - l) * b i (m - l))
            + ((m - l : ℕ) : K) • (b i l * a i l) := by
          rw [h1, h2, smul_mul_assoc, mul_smul_comm]
        _ = _ := by
          rw [sub_eq_iff_eq_add.1 h3]
          module
    -- the substitution `l ↦ m - l` identifies the two normally ordered sums
    have reflect : ∑ l ∈ Ico 1 m, (l : K) • (b i (m - l) * a i (m - l))
        = ∑ l ∈ Ico 1 m, ((m - l : ℕ) : K) • (b i l * a i l) := by
      refine sum_nbij' (fun l => m - l) (fun l => m - l) ?_ ?_ ?_ ?_ ?_
      all_goals
        intro l hl
        simp only [mem_Ico] at hl ⊢
      · omega
      · omega
      · omega
      · omega
      · rw [show m - (m - l) = l by omega]
    rw [sum_congr rfl key, sum_add_distrib, sum_add_distrib, reflect, ← sum_smul,
      sum_mode_products]
    module
  have hP : virasoroPart K b m
      = (1 / 2 : K) • ∑ i, ∑ k ∈ Ico 1 m, b i k * b i (m - k) := rfl
  rw [hP, mul_smul_comm, smul_mul_assoc, ← smul_sub]
  simp_rw [mul_sum, sum_mul, ← sum_sub_distrib, inner]
  rw [sum_add_distrib, ← smul_sum, sum_const, card_univ, ← Nat.cast_smul_eq_nsmul K]
  module

/-- A vacuum functional vanishes on every product that ends on the right with the quadratic
annihilation part. -/
theorem vacuum_lowering [Fintype ι] {a : ι → ℕ → A} {ω : A →ₗ[K] K}
    (hω : IsVacuum a ω) (x : A) (m : ℕ) : ω (x * virasoroPart K a m) = 0 := by
  unfold virasoroPart
  rw [mul_smul_comm, map_smul, mul_sum, map_sum, sum_eq_zero, smul_zero]
  intro i _
  rw [mul_sum, map_sum]
  refine sum_eq_zero fun k hk => ?_
  rw [mem_Ico] at hk
  rw [← mul_assoc, hω.annih _ _ _ (by omega)]

/-- Virasoro central term of free bosons: under the oscillator relations `ModeRelations` and for a
vacuum functional `ω`, the value of `ω` on the quadratic annihilation part times the quadratic
creation part is the number of bosons times `(m³ - m) / 12`. -/
theorem virasoro_central_term [CharZero K] [Fintype ι] [DecidableEq ι] {a b : ι → ℕ → A}
    {ω : A →ₗ[K] K} (h : ModeRelations K a b) (hω : IsVacuum a ω) (m : ℕ) :
    ω (virasoroPart K a m * virasoroPart K b m)
      = (Fintype.card ι : K) * (((m : K) ^ 3 - m) / 12) := by
  -- the normally ordered sum has no vacuum value
  have hS : ω (∑ i, ∑ l ∈ Ico 1 m, ((m - l : ℕ) : K) • (b i l * a i l)) = 0 := by
    rw [map_sum]
    refine sum_eq_zero fun i _ => ?_
    rw [map_sum]
    refine sum_eq_zero fun l hl => ?_
    rw [map_smul, hω.annih _ _ _ (mem_Ico.1 hl).1, smul_zero]
  rw [sub_eq_iff_eq_add.1 (quadratic_commutator h m), map_add, map_add, hS,
    vacuum_lowering hω, map_smul, hω.one, smul_eq_mul, mul_one, zero_add, add_zero]

/-- For a single free boson with vacuum functional `ω`, where the commutator of `a j` with `b k` is
`j` if `j = k` and zero otherwise (`j, k ≥ 1`), the vacuum value of the quadratic annihilation part
times the quadratic creation part is `(m³ - m) / 12`. -/
theorem single_boson_central_term [CharZero K] {a b : ℕ → A} {ω : A →ₗ[K] K}
    (h : ∀ j k, 1 ≤ j → 1 ≤ k →
      a j * b k - b k * a j = if j = k then (j : K) • (1 : A) else 0)
    (h1 : ω 1 = 1) (h0 : ∀ x j, 1 ≤ j → ω (x * a j) = 0) (m : ℕ) :
    ω (((1 / 2 : K) • ∑ k ∈ Ico 1 m, a k * a (m - k))
      * ((1 / 2 : K) • ∑ k ∈ Ico 1 m, b k * b (m - k))) = ((m : K) ^ 3 - m) / 12 := by
  have hr : ModeRelations K (fun _ : Unit => a) (fun _ : Unit => b) := by
    intro i i' j k hj hk
    simpa using h j k hj hk
  have hv : IsVacuum (fun _ : Unit => a) ω := ⟨h1, fun x _ j hj => h0 x j hj⟩
  have key := virasoro_central_term hr hv m
  simp only [virasoroPart, univ_unique, sum_singleton, Fintype.card_unique, Nat.cast_one,
    one_mul] at key
  exact key

/-- Annihilation mode on polynomials: `j` times the derivative in the variable `(i, j)`. -/
def polyA (K ι : Type*) [Field K] (i : ι) (j : ℕ) : Module.End K (MvPolynomial (ι × ℕ) K) :=
  (j : K) • (MvPolynomial.pderiv (i, j)).toLinearMap

/-- Creation mode on polynomials: multiplication by the variable `(i, k)`. -/
def polyB (K ι : Type*) [Field K] (i : ι) (k : ℕ) : Module.End K (MvPolynomial (ι × ℕ) K) :=
  LinearMap.mulLeft K (MvPolynomial.X (i, k))

/-- The functional that sends an operator to the constant coefficient of its value at `1`. -/
def polyVacuum (K ι : Type*) [Field K] : Module.End K (MvPolynomial (ι × ℕ) K) →ₗ[K] K where
  toFun T := MvPolynomial.coeff 0 (T 1)
  map_add' S T := by simp
  map_smul' c T := by simp

/-- The derivatives and multiplications on polynomials satisfy the oscillator relations, and the
constant coefficient of the value at `1` is a vacuum functional for them. -/
theorem modeRelations_witness (K ι : Type*) [Field K] [DecidableEq ι] :
    ModeRelations K (polyA K ι) (polyB K ι) ∧ IsVacuum (polyA K ι) (polyVacuum K ι) := by
  refine ⟨?_, ?_, ?_⟩
  · intro i i' j k _ _
    apply LinearMap.ext
    intro p
    by_cases h : i = i' ∧ j = k
    · rw [if_pos h]
      obtain ⟨rfl, rfl⟩ := h
      show (j : K) • (MvPolynomial.pderiv (i, j) (MvPolynomial.X (i, j) * p))
        - MvPolynomial.X (i, j) * ((j : K) • MvPolynomial.pderiv (i, j) p) = (j : K) • p
      rw [Derivation.leibniz, MvPolynomial.pderiv_X_self, smul_eq_mul, smul_eq_mul, mul_one,
        mul_smul_comm, smul_add, add_sub_cancel_left]
    · rw [if_neg h]
      have hne : (i', k) ≠ (i, j) := fun e =>
        h ⟨(Prod.ext_iff.1 e).1.symm, (Prod.ext_iff.1 e).2.symm⟩
      show (j : K) • (MvPolynomial.pderiv (i, j) (MvPolynomial.X (i', k) * p))
        - MvPolynomial.X (i', k) * ((j : K) • MvPolynomial.pderiv (i, j) p) = 0
      rw [Derivation.leibniz, MvPolynomial.pderiv_X_of_ne hne, smul_zero, add_zero,
        smul_eq_mul, mul_smul_comm, sub_self]
  · show MvPolynomial.coeff 0 (1 : MvPolynomial (ι × ℕ) K) = 1
    simp
  · intro x i j _
    show MvPolynomial.coeff 0 (x ((j : K) • MvPolynomial.pderiv (i, j) 1)) = 0
    rw [Derivation.map_one_eq_zero, smul_zero, map_zero, MvPolynomial.coeff_zero]

end

end FreeBosonCentralTerm
```

```lean
#print axioms FreeBosonCentralTerm.single_boson_central_term
```

```
'FreeBosonCentralTerm.single_boson_central_term' depends on axioms: [propext, Classical.choice, Quot.sound]
```

## Physical objects and their Lean types

The modes `a` and `b` are families of elements of an arbitrary algebra `A` over a field `K`. The main theorems assume characteristic zero, which covers the rational, real and complex numbers. The type `ι` labels the bosons, and `Fintype.card ι` is \(d\).

`ModeRelations` states the commutator above. Its value \(j\) fixes the normalisation to that of current modes, not unit-normalised ladder operators. `IsVacuum` contains the two conditions on \(\omega\). `virasoroPart K a m` is \(Q\), and `virasoroPart K b m` is \(P\).

`virasoro_central_term` says that, under these two hypotheses, \(\omega(QP)=d(m^3-m)/12\) for every natural number `m`. `single_boson_central_term` states the case \(d=1\) with both sums written out.

## From one commutator to the vacuum value

`lowering_commutator` proves \([Q,b_{i,l}]=l\,a_{i,m-l}\). Its local identity `leib` is the product rule, and the case distinctions select the contributions from \(k=m-l\) and \(k=l\), which are added even when these values coincide.

`sum_mode_products` evaluates the number sum. The induction in `aux` replaces the \(m\) inside the summand by a free parameter `x`, so that only the upper limit changes from one step to the next.

`quadratic_commutator` proves the full operator identity for \([Q,P]\). In it, `key` treats one product \(b_{i,l}b_{i,m-l}\), including the exchange that produces \(l(m-l)\), and `reflect` carries out the substitution \(l\mapsto m-l\). The tactic `noncomm_ring` expands products without changing their order, while `module` collects scalar coefficients.

`vacuum_lowering` gives \(\omega(xQ)=0\), which removes \(PQ\). The final theorem also removes the normally ordered sum and uses \(\omega(1)=1\). The single-boson theorem follows by taking a label type with one element.

## Which operators and states are covered

The theorems use no commutation among the \(a\)'s or among the \(b\)'s, no adjoint relation between \(a\) and \(b\), and no positivity of \(\omega\). Reading \(\omega(QP)\) as a squared norm therefore requires the usual Fock-space inner product as well.

The hypotheses have a concrete model. In `modeRelations_witness`, creation multiplies a polynomial by a variable, and annihilation is \(j\) times the corresponding derivative. The vacuum functional applies an operator to the polynomial 1 and reads off the constant coefficient.

The file covers the quadratic parts \(P\) and \(Q\). It does not define the complete operators \(L_m\), which also contain mixed creation–annihilation terms and the zero mode, or establish their Virasoro algebra; the link to \(L_m\) made earlier rests on the standard oscillator expansion.

Nor do the theorems apply directly to truncated matrices. On a nonzero finite-dimensional space over a field of characteristic zero, a commutator has trace zero, whereas \(j\) times the identity does not, so `ModeRelations` fails there as soon as there is a boson. The vacuum value itself still comes out right if the basis keeps every occupation state with \(\sum_{i,k}k\,n_{i,k}\le m\), where \(n_{i,k}\) is the number of quanta in mode \(k\) of boson \(i\), because no intermediate state in \(QP|0\rangle\) lies above that level.
